# After n steps of infrared rearrangement, the remainder of a massive propagator falls at least as fast as the inverse (n+2)-th power of the loop momentum

Let $k$ be a loop momentum and $p$ an external momentum in a real inner-product space, and let $m, M > 0$ be two masses. Write
$$D = \|k+p\|^2 + m^2,\qquad D_0 = \|k\|^2 + M^2,\qquad N = D_0 - D .$$
Then for every natural number $n$ and every $k$,
$$\frac1D = \sum_{j<n} \frac{N^j}{D_0^{\,j+1}} + R_n,\qquad R_n = \frac{N^n}{D_0^{\,n} D},\qquad \|k\|^{n+2}\,|R_n| \le C,$$
with $C$ independent of $k$. For $p \neq 0$ the exponent $n+2$ cannot be raised to $n+3$.

In multiloop calculations, infrared rearrangement is a way to obtain ultraviolet counterterms from simpler integrals, with subdivergences subtracted. One version of it expands propagators exactly in terms of denominators with an auxiliary mass. The theorems below concern the algebra and power counting of that expansion for a single scalar Euclidean propagator, with no loop integration and no renormalization.

## The two denominators and their difference

The momenta live in a space `E` with a real inner product. Its dimension is left open and may be infinite. The signature is Euclidean, so the denominators are sums of squares and no $i\varepsilon$ prescription enters.

```lean
import Mathlib

open Filter Topology

namespace InfraredRearrangement

noncomputable section

variable {E : Type*} [NormedAddCommGroup E] [InnerProductSpace ℝ E]
```

The physical denominator $D$ carries the external momentum and the physical mass $m$.

```lean
/-- Euclidean propagator denominator with mass `m`, external momentum `p` and loop momentum `k`. -/
def propDen (m : ℝ) (p k : E) : ℝ := ‖k + p‖ ^ 2 + m ^ 2
```

The auxiliary denominator $D_0$ is that of a vacuum integral: no external momentum flows through it. The mass $M$ is not a property of any particle. It is introduced to keep $1/D_0$ finite at small $k$.

```lean
/-- Denominator with auxiliary mass `M` and no external momentum. -/
def vacDen (M : ℝ) (k : E) : ℝ := ‖k‖ ^ 2 + M ^ 2
```

Each step of the rearrangement puts one factor of the difference $N = D_0 - D$ in the numerator.

```lean
/-- The difference of the auxiliary and the original denominator. -/
def insertion (m M : ℝ) (p k : E) : ℝ := vacDen M k - propDen m p k
```

What is left after $n$ steps is $R_n = N^n/(D_0^{\,n} D)$, the only term that still contains the original propagator. For $n=0$ it is $1/D$ itself.

```lean
/-- The term left over after `n` steps of the rearrangement. -/
def remainder (m M : ℝ) (p : E) (n : ℕ) (k : E) : ℝ :=
  insertion m M p k ^ n / (vacDen M k ^ n * propDen m p k)
```

Both denominators are positive, since each is a square plus the square of a positive mass. This licenses the divisions by $D$ and $D_0$ that follow.

```lean
omit [InnerProductSpace ℝ E] in
/-- The original denominator is positive for positive mass. -/
theorem propDen_pos {m : ℝ} (hm : 0 < m) (p k : E) : 0 < propDen m p k := by
  unfold propDen
  positivity

omit [InnerProductSpace ℝ E] in
/-- The auxiliary denominator is positive for positive auxiliary mass. -/
theorem vacDen_pos {M : ℝ} (hM : 0 < M) (k : E) : 0 < vacDen M k := by
  unfold vacDen
  positivity
```

Expanding $\|k+p\|^2 = \|k\|^2 + 2\langle k,p\rangle + \|p\|^2$ cancels the term quadratic in $k$:
$$N = M^2 - m^2 - \|p\|^2 - 2\langle k,p\rangle .$$
The insertion therefore grows at most linearly in $k$, while $D_0$ grows quadratically. The improvement in power counting comes from this cancellation.

```lean
/-- The insertion is a polynomial in the momenta, of degree at most one in the loop momentum. -/
theorem insertion_eq (m M : ℝ) (p k : E) :
    insertion m M p k = M ^ 2 - m ^ 2 - ‖p‖ ^ 2 - 2 * inner ℝ k p := by
  unfold insertion vacDen propDen
  rw [norm_add_sq_real]
  ring
```

## The exact expansion

From $D_0 - D = N$ one has
$$\frac1D = \frac1{D_0} + \frac{N}{D_0 D}.$$
Multiplying by $N^n/D_0^{\,n}$ splits a remainder into a new vacuum term and the next remainder:
$$R_n = \frac{N^n}{D_0^{\,n+1}} + R_{n+1}.$$
At $n=0$ the sum is empty and the claim reads $1/D = R_0$. If the expansion holds at $n$, the splitting gives it at $n+1$.

The proof has the same structure. The local statement `step` is the splitting for arbitrary real numbers with nonzero denominators, proved by clearing denominators and calling `ring`. The induction then applies it with $a = N^n$, $b = D_0^{\,n}$, $x = D_0$ and $y = D$. No smallness of $N/D_0$ is needed, because this is a finite identity and not a truncated series.

```lean
/-- The propagator equals `n` terms with auxiliary denominators only, plus the remainder. -/
theorem propagator_expansion {m M : ℝ} (hm : 0 < m) (hM : 0 < M) (p k : E) (n : ℕ) :
    1 / propDen m p k =
      ∑ j ∈ Finset.range n, insertion m M p k ^ j / vacDen M k ^ (j + 1)
        + remainder m M p n k := by
  have hD := (propDen_pos hm p k).ne'
  have h0 := (vacDen_pos hM k).ne'
  -- one step: split a remainder into a new vacuum term and the next remainder
  have step : ∀ a b x y : ℝ, b ≠ 0 → x ≠ 0 → y ≠ 0 →
      a / (b * y) = a / (b * x) + a * (x - y) / (b * x * y) := by
    intro a b x y hb hx hy
    rw [div_add_div _ _ (mul_ne_zero hb hx) (mul_ne_zero (mul_ne_zero hb hx) hy),
      div_eq_div_iff (mul_ne_zero hb hy)
        (mul_ne_zero (mul_ne_zero hb hx) (mul_ne_zero (mul_ne_zero hb hx) hy))]
    ring
  induction n with
  | zero => simp [remainder]
  | succ n ih =>
    have hs := step (insertion m M p k ^ n) (vacDen M k ^ n) (vacDen M k) (propDen m p k)
      (pow_ne_zero n h0) h0 hD
    rw [ih, Finset.sum_range_succ, add_assoc]
    -- the remaining goal is the one-step identity `hs`
    congr 1
```

## One power from each insertion

Put $c = M^2 - m^2 - \|p\|^2$. The Cauchy–Schwarz inequality gives $|N| \le |c| + 2\|k\|\|p\|$, hence
$$\|k\|\,|N| \le |c|\,\|k\| + 2\|p\|\,\|k\|^2 .$$
From $(\|k\|-M)^2 \ge 0$ follows $\|k\| \le D_0/(2M)$, and clearly $\|k\|^2 \le D_0$. Therefore
$$\|k\|\,|N| \le A\,D_0,\qquad A = \frac{|c|}{2M} + 2\|p\| .$$
In the code, `hN` is the Cauchy–Schwarz estimate and `hk` is the bound on $\|k\|$. The term `h4` supplies $\|p\|M^2 \ge 0$, the amount by which $\|p\|D_0$ exceeds $\|p\|\|k\|^2$.

```lean
/-- An insertion divided by an auxiliary denominator falls at least as fast as `1/‖k‖`. -/
theorem insertion_gain (m : ℝ) {M : ℝ} (hM : 0 < M) (p k : E) :
    ‖k‖ * |insertion m M p k| ≤
      (|M ^ 2 - m ^ 2 - ‖p‖ ^ 2| / (2 * M) + 2 * ‖p‖) * vacDen M k := by
  rw [insertion_eq]
  unfold vacDen
  generalize M ^ 2 - m ^ 2 - ‖p‖ ^ 2 = c
  -- Cauchy-Schwarz bounds the part linear in the loop momentum
  have hN : |c - 2 * inner ℝ k p| ≤ |c| + 2 * (‖k‖ * ‖p‖) := by
    have h := abs_le.mp (abs_real_inner_le_norm k p)
    rw [abs_le]
    constructor
    · linarith [neg_abs_le c, h.2]
    · linarith [le_abs_self c, h.1]
  have hk : ‖k‖ ≤ (‖k‖ ^ 2 + M ^ 2) / (2 * M) := by
    rw [le_div_iff₀ (by positivity)]
    nlinarith [sq_nonneg (‖k‖ - M)]
  have h1 := mul_le_mul_of_nonneg_left hN (norm_nonneg k)
  have h2 := mul_le_mul_of_nonneg_left hk (abs_nonneg c)
  have h3 : |c| * ((‖k‖ ^ 2 + M ^ 2) / (2 * M)) =
      |c| / (2 * M) * (‖k‖ ^ 2 + M ^ 2) := by ring
  rw [h3] at h2
  have h4 := mul_nonneg (norm_nonneg p) (sq_nonneg M)
  rw [add_mul]
  linarith
```

## Two powers from the original propagator

The triangle inequality gives $\|k\| \le \|k+p\| + \|p\|$. Squaring, and using $2ab \le a^2 + b^2$,
$$\|k\|^2 \le 2\|k+p\|^2 + 2\|p\|^2 = 2\|k+p\|^2 + 2\,\frac{\|p\|^2}{m^2}\,m^2 \le B\,D,\qquad B = 2\left(1 + \frac{\|p\|^2}{m^2}\right).$$
The final `nlinarith` call receives the squares and products whose nonnegativity this chain uses.

```lean
omit [InnerProductSpace ℝ E] in
/-- The original propagator falls at least as fast as `1/‖k‖ ^ 2`. -/
theorem propagator_decay {m : ℝ} (hm : 0 < m) (p k : E) :
    ‖k‖ ^ 2 ≤ 2 * (1 + ‖p‖ ^ 2 / m ^ 2) * propDen m p k := by
  unfold propDen
  have h : ‖k‖ ≤ ‖k + p‖ + ‖p‖ := by
    have h' := norm_sub_le (k + p) p
    rwa [add_sub_cancel_right] at h'
  have h2 := pow_le_pow_left₀ (norm_nonneg k) h 2
  have e : ‖p‖ ^ 2 / m ^ 2 * m ^ 2 = ‖p‖ ^ 2 := div_mul_cancel₀ _ (by positivity)
  have hc : 0 ≤ ‖p‖ ^ 2 / m ^ 2 := by positivity
  generalize ‖p‖ ^ 2 / m ^ 2 = c at e hc ⊢
  nlinarith [sq_nonneg (‖k + p‖ - ‖p‖), mul_nonneg hc (sq_nonneg ‖k + p‖), sq_nonneg m]
```

## The bound on the remainder

The $n+2$ powers of $\|k\|$ are now distributed, one to each insertion and two to the propagator:
$$\|k\|^{n+2}|R_n| = \left(\frac{\|k\|\,|N|}{D_0}\right)^{n} \frac{\|k\|^2}{D} \le A^n B .$$
Lean first multiplies through by the positive denominator $D_0^{\,n} D$. The `calc` block then regroups the powers, multiplies the two previous estimates and regroups again.

```lean
/-- Explicit bound, uniform in the loop momentum, on the remainder times `‖k‖ ^ (n + 2)`. -/
theorem remainder_bound {m M : ℝ} (hm : 0 < m) (hM : 0 < M) (p k : E) (n : ℕ) :
    ‖k‖ ^ (n + 2) * |remainder m M p n k| ≤
      (|M ^ 2 - m ^ 2 - ‖p‖ ^ 2| / (2 * M) + 2 * ‖p‖) ^ n
        * (2 * (1 + ‖p‖ ^ 2 / m ^ 2)) := by
  have h1 := insertion_gain m hM p k
  have h2 := propagator_decay hm p k
  have hpos : 0 < vacDen M k ^ n * propDen m p k :=
    mul_pos (pow_pos (vacDen_pos hM k) n) (propDen_pos hm p k)
  unfold remainder
  rw [abs_div, abs_pow, abs_of_pos hpos, ← mul_div_assoc, div_le_iff₀ hpos]
  generalize |M ^ 2 - m ^ 2 - ‖p‖ ^ 2| / (2 * M) + 2 * ‖p‖ = A at h1 ⊢
  generalize 2 * (1 + ‖p‖ ^ 2 / m ^ 2) = B at h2 ⊢
  -- n powers come from the insertions, two from the propagator
  calc ‖k‖ ^ (n + 2) * |insertion m M p k| ^ n
      = (‖k‖ * |insertion m M p k|) ^ n * ‖k‖ ^ 2 := by rw [mul_pow]; ring
    _ ≤ (A * vacDen M k) ^ n * (B * propDen m p k) :=
        mul_le_mul (pow_le_pow_left₀ (by positivity) h1 n) h2 (by positivity)
          (pow_nonneg (le_trans (by positivity) h1) n)
    _ = A ^ n * B * (vacDen M k ^ n * propDen m p k) := by rw [mul_pow]; ring
```

The main theorem joins the expansion to this bound. In its second half, `∃ C` stands before `∀ k`, which makes the bound uniform in the loop momentum; $C$ may depend on $m$, $M$, $p$ and $n$. The proof uses $C = A^n B$.

```lean
/-- The propagator expansion is exact at every order `n`, and its remainder times `‖k‖ ^ (n + 2)` is
bounded uniformly in the loop momentum. -/
theorem infrared_rearrangement {m M : ℝ} (hm : 0 < m) (hM : 0 < M) (p : E) (n : ℕ) :
    (∀ k : E, 1 / propDen m p k =
      ∑ j ∈ Finset.range n, insertion m M p k ^ j / vacDen M k ^ (j + 1)
        + remainder m M p n k) ∧
    ∃ C : ℝ, ∀ k : E, ‖k‖ ^ (n + 2) * |remainder m M p n k| ≤ C :=
  ⟨fun k => propagator_expansion hm hM p k n, _, fun k => remainder_bound hm hM p k n⟩
```

For $n \ge 3$ this uniformity can fail without the auxiliary mass. Take $M = 0$, $m = 1$, $p = 0$ and $n = 3$ in a space with nonzero vectors. Then $N = -1$, and for $k \neq 0$
$$\|k\|^5 |R_3| = \frac{\|k\|^5}{\|k\|^6(\|k\|^2+1)} = \frac{1}{\|k\|(\|k\|^2+1)},$$
which diverges as $k \to 0$. The ultraviolet behaviour is still good, but an infrared singularity has appeared. This example is an ordinary calculation and is not among the theorems of the file.

## The leading behaviour along a ray

To see whether the exponent is optimal, let $k = t e$ with $\|e\| = 1$ and $t > 0$, and put $s = \langle e,p\rangle$ and $q = \|p\|^2 + m^2$. Then
$$D_0 = t^2 + M^2,\qquad D = t^2 + 2ts + q,\qquad N = c - 2ts .$$
With $u = 1/t$, dividing numerators and denominators by $t^2$ gives
$$t^{n+2}R_n = \left(\frac{tN}{D_0}\right)^{n}\frac{t^2}{D} = \left(\frac{cu - 2s}{1 + M^2u^2}\right)^{n} \frac{1}{1 + 2su + qu^2}.$$
At $u = 0$ both denominators equal 1, so the right-hand side is continuous there and has the value $(-2s)^n$. Hence
$$\lim_{t\to\infty} t^{n+2}R_n = (-2\langle e,p\rangle)^n .$$
If $e$ is perpendicular to $p$ and $n \ge 1$, the limit is zero, and the remainder falls faster in that direction.

In the proof, `g` is the function of $u$ on the right, and `hg` is its continuity at zero. The limit is carried over to $t$ by composing with $t \mapsto 1/t$. The identities `a1` to `a5` and `key` then show that $g(1/t)$ equals the scaled remainder for every $t > 0$, which suffices for a limit at infinity.

```lean
/-- Along a unit direction `e`, the remainder times `t ^ (n + 2)` at loop momentum `t e` tends
to `(-2 ⟨e, p⟩) ^ n` as `t` grows. -/
theorem remainder_asymptotics {m M : ℝ} (hm : 0 < m) (hM : 0 < M) (p e : E)
    (he : ‖e‖ = 1) (n : ℕ) :
    Tendsto (fun t : ℝ => t ^ (n + 2) * remainder m M p n (t • e)) atTop
      (𝓝 ((-2 * inner ℝ e p) ^ n)) := by
  obtain ⟨s, hs⟩ : ∃ s : ℝ, s = inner ℝ e p := ⟨_, rfl⟩
  obtain ⟨c, hc⟩ : ∃ c : ℝ, c = M ^ 2 - m ^ 2 - ‖p‖ ^ 2 := ⟨_, rfl⟩
  obtain ⟨q, hq⟩ : ∃ q : ℝ, q = ‖p‖ ^ 2 + m ^ 2 := ⟨_, rfl⟩
  rw [← hs]
  -- in the variable u = 1/t the scaled remainder is continuous at u = 0
  let g : ℝ → ℝ := fun u =>
    ((c * u - 2 * s) / (1 + M ^ 2 * u ^ 2)) ^ n * (1 / (1 + 2 * s * u + q * u ^ 2))
  have hg : ContinuousAt g 0 :=
    ContinuousAt.mul
      (ContinuousAt.pow (ContinuousAt.div (by fun_prop) (by fun_prop) (by norm_num)) n)
      (ContinuousAt.div (by fun_prop) (by fun_prop) (by norm_num))
  have hg0 : g 0 = (-2 * s) ^ n := by simp [g]
  have hlim : Tendsto (fun t : ℝ => g t⁻¹) atTop (𝓝 ((-2 * s) ^ n)) := by
    rw [← hg0]
    exact hg.tendsto.comp tendsto_inv_atTop_zero
  refine hlim.congr' ?_
  filter_upwards [eventually_gt_atTop (0 : ℝ)] with t ht
  have hnorm : ‖t • e‖ = t := by
    rw [norm_smul, he, mul_one, Real.norm_eq_abs, abs_of_pos ht]
  have h0 : vacDen M (t • e) = t ^ 2 + M ^ 2 := by rw [vacDen, hnorm]
  have hD : propDen m p (t • e) = t ^ 2 + 2 * t * s + q := by
    rw [propDen, norm_add_sq_real, hnorm, real_inner_smul_left, ← hs, hq]
    ring
  have hN : insertion m M p (t • e) = c - 2 * t * s := by
    rw [insertion_eq, real_inner_smul_left, ← hs, hc]
    ring
  have h0' := (vacDen_pos hM (t • e)).ne'
  have hD' := (propDen_pos hm p (t • e)).ne'
  rw [h0] at h0'
  rw [hD] at hD'
  have htu : t * t⁻¹ = 1 := mul_inv_cancel₀ ht.ne'
  have hu : t⁻¹ ≠ 0 := inv_ne_zero ht.ne'
  unfold remainder
  rw [h0, hD, hN]
  generalize t⁻¹ = u at htu hu ⊢
  have hu2 : u ^ 2 ≠ 0 := pow_ne_zero 2 hu
  have a1 : c * u - 2 * s = t * (c - 2 * t * s) * u ^ 2 := by
    linear_combination (-(c * u) + 2 * s * (t * u + 1)) * htu
  have a2 : 1 + M ^ 2 * u ^ 2 = (t ^ 2 + M ^ 2) * u ^ 2 := by
    linear_combination (-(t * u + 1)) * htu
  have a3 : 1 + 2 * s * u + q * u ^ 2 = (t ^ 2 + 2 * t * s + q) * u ^ 2 := by
    linear_combination (-(t * u + 1) - 2 * s * u) * htu
  have a4 : (1 : ℝ) = t ^ 2 * u ^ 2 := by
    linear_combination (-(t * u + 1)) * htu
  have a5 : 1 / (1 + 2 * s * u + q * u ^ 2) = t ^ 2 / (t ^ 2 + 2 * t * s + q) := by
    rw [a3, div_eq_div_iff (mul_ne_zero hD' hu2) hD']
    linear_combination (t ^ 2 + 2 * t * s + q) * a4
  have key : ∀ N x y : ℝ,
      (t * N / x) ^ n * (t ^ 2 / y) = t ^ (n + 2) * (N ^ n / (x ^ n * y)) := by
    intro N x y
    rw [div_pow, mul_pow, div_mul_div_comm, ← mul_div_assoc]
    congr 1
    ring
  change ((c * u - 2 * s) / (1 + M ^ 2 * u ^ 2)) ^ n *
    (1 / (1 + 2 * s * u + q * u ^ 2)) = _
  rw [a5, a1, a2, mul_div_mul_right _ _ hu2]
  exact key _ _ _
```

## Why one more power is too many

Let $p \neq 0$ and choose the direction $e = p/\|p\|$, so that $\langle e,p\rangle = \|p\|$. By the limit above,
$$t^{n+2}|R_n| \longrightarrow (2\|p\|)^n > 0 .$$
Suppose that $\|k\|^{n+3}|R_n| \le C$ held for all $k$. Along this ray it would give $t^{n+2}|R_n| \le C/t \to 0$, a contradiction.

The Lean proof compares the same two limits: `hl` is the limit of the absolute value, `hz` is $C/t \to 0$, and `hle` is the resulting inequality, which `hne` refutes.

```lean
/-- For nonzero external momentum, the remainder times `‖k‖ ^ (n + 3)` has no bound uniform
in the loop momentum. -/
theorem power_counting_sharp {m M : ℝ} (hm : 0 < m) (hM : 0 < M) (p : E) (hp : p ≠ 0)
    (n : ℕ) : ¬ ∃ C : ℝ, ∀ k : E, ‖k‖ ^ (n + 3) * |remainder m M p n k| ≤ C := by
  rintro ⟨C, hC⟩
  have hp' : 0 < ‖p‖ := norm_pos_iff.mpr hp
  -- send the loop momentum to infinity along the external momentum
  obtain ⟨e, hedef⟩ : ∃ e : E, e = ‖p‖⁻¹ • p := ⟨_, rfl⟩
  have he : ‖e‖ = 1 := by
    rw [hedef, norm_smul, norm_inv, norm_norm, inv_mul_cancel₀ hp'.ne']
  have hin : inner ℝ e p ≠ 0 := by
    rw [hedef, real_inner_smul_left, real_inner_self_eq_norm_sq]
    positivity
  have hl := (remainder_asymptotics hm hM p e he n).abs
  have hz : Tendsto (fun t : ℝ => C / t) atTop (𝓝 0) :=
    tendsto_const_nhds.div_atTop tendsto_id
  have hle : |(-2 * inner ℝ e p) ^ n| ≤ 0 := by
    refine le_of_tendsto_of_tendsto hl hz ?_
    filter_upwards [eventually_gt_atTop (0 : ℝ)] with t ht
    have h := hC (t • e)
    rw [norm_smul, he, mul_one, Real.norm_eq_abs, abs_of_pos ht] at h
    rw [le_div_iff₀ ht, abs_mul, abs_of_pos (pow_pos ht (n + 2))]
    calc t ^ (n + 2) * |remainder m M p n (t • e)| * t
        = t ^ (n + 3) * |remainder m M p n (t • e)| := by ring
      _ ≤ C := h
  have hne : (-2 * inner ℝ e p) ^ n ≠ 0 :=
    pow_ne_zero n (mul_ne_zero (by norm_num) hin)
  exact absurd hle (not_le_of_gt (abs_pos.mpr hne))

end

end InfraredRearrangement
```

```lean
#print axioms InfraredRearrangement.infrared_rearrangement
-- 'InfraredRearrangement.infrared_rearrangement' depends on axioms: [propext, Classical.choice, Quot.sound]
#print axioms InfraredRearrangement.power_counting_sharp
-- 'InfraredRearrangement.power_counting_sharp' depends on axioms: [propext, Classical.choice, Quot.sound]
```
